# The error of separating core and valence LDA exchange is bounded by their overlap

Suppose I treat the core and valence densities $c$ and $v$ as two fixed nonnegative functions with integrable $4/3$ powers, with no orbitals behind them. Spin-unpolarised LDA exchange is $E_x[n]=-C_x\int n^{4/3}$, so evaluating it separately for $c$ and $v$ misses a nonadditive part. I expect this error to come only from regions where the densities overlap, and to be bounded by some measure of that overlap. Can this be made rigorous, with an explicit constant, and machine-checked in Lean?

## A pointwise bound with best constant 4/3

Yes. With densities modelled as you describe, the question reduces to an inequality between two numbers. For $a,b>0$, let

$$D(a,b)=(a+b)^{4/3}-a^{4/3}-b^{4/3}.$$

Put $x=a^{1/3}$, $y=b^{1/3}$ and $s=(a+b)^{1/3}$, so that $s^3=x^3+y^3$. Then

$$D=s(x^3+y^3)-x^4-y^4=x^3(s-x)+y^3(s-y).$$

Since $s>x$ and $s>y$, $D>0$. For the upper bound, factor

$$y^3=s^3-x^3=(s-x)(s^2+sx+x^2)\ge 3x^2(s-x),$$

which gives $x^3(s-x)\le xy^3/3$. Also $(x+y)^3=s^3+3xy(x+y)>s^3$, so $s-y<x$ and $y^3(s-y)<xy^3$. Adding the two estimates gives $D<\tfrac43xy^3=\tfrac43a^{1/3}b$. Exchanging $a$ and $b$ gives the other bound, hence

$$0<D<\tfrac43\,m(a,b),\qquad m(a,b)=\min(a^{1/3}b,\;ab^{1/3}).$$

To see that $4/3$ is the best constant, take $a=1$ and $b=y^3$ with $0<y<1$, so that $m=y^3$. The tangent to the convex function $t^{4/3}$ at $t=1$ gives $D\ge\tfrac43y^3-y^4$. Any valid constant $K$ therefore satisfies $K\ge\tfrac43-y$ for all such $y$, so $K\ge\tfrac43$.

If either density is zero, $D=m=0$. If $a\le b$, then $m\le a^{1/3}b\le b^{4/3}$; the other case is symmetric. So $m\le a^{4/3}+b^{4/3}$, and both $m(c,v)$ and $D(c,v)$ are integrable. Integration gives

$$\Delta E=E_x[c+v]-E_x[c]-E_x[v]=-C_x\int D(c,v),$$

$$-\tfrac43C_x\int m(c,v)\le\Delta E\le0.$$

As $D\ge0$, $\Delta E=0$ exactly when $D=0$ almost everywhere, that is, when $c=0$ or $v=0$ at almost every point.

## What the Lean statements say

`nonadd` is $D$, `overlap` is $m$, and `exchangeEnergy` is $E_x$. The space `Ω` with measure `μ` can be ordinary space or a periodic cell with its volume. `IsDensity` requires measurability, nonnegativity and an integrable $4/3$ power, but no particular electron number. `exchangeConst` is $C_x=\tfrac34(3/\pi)^{1/3}$, the exchange coefficient of the uniform electron gas in Hartree atomic units; it enters by definition, and the proof uses only that it is positive.

`nonadd_bounds` is the strict pointwise result, `four_thirds_optimal` says that no smaller constant works for all positive densities, and `separation_error_bounds` gives the integrated bounds and the overlap criterion, where `∀ᵐ` means "at almost every point". The error there is $\Delta E$, the full exchange energy minus the two separate ones. That it is never positive means that the sum of the separate energies is never too low.

The result bounds the exchange energy missed by evaluating the functional separately for core and valence, for fixed densities and unpolarised LDA only. It is not a bound on the error of a pseudopotential calculation, where the pseudopotential can already contain part of the core–valence exchange and the valence density is usually replaced by a smoother one. Correlation, spin polarisation, self-consistent relaxation, forces and stress are not covered.

```lean
import Mathlib

open MeasureTheory

namespace CoreValenceExchange

noncomputable section

/-- The nonadditive part of the 4/3 power for core density `a` and valence density `b`. -/
def nonadd (a b : ℝ) : ℝ := (a + b) ^ (4 / 3 : ℝ) - a ^ (4 / 3 : ℝ) - b ^ (4 / 3 : ℝ)

/-- The overlap measure `min (a^(1/3) b, a b^(1/3))` of two densities at a point. -/
def overlap (a b : ℝ) : ℝ := min (a ^ (1 / 3 : ℝ) * b) (a * b ^ (1 / 3 : ℝ))

/-- The coefficient of LDA exchange in atomic units. -/
def exchangeConst : ℝ := 3 / 4 * (3 / Real.pi) ^ (1 / 3 : ℝ)

/-- A density is measurable, nonnegative, and has an integrable 4/3 power. -/
structure IsDensity {Ω : Type*} [MeasurableSpace Ω] (μ : Measure Ω) (n : Ω → ℝ) : Prop where
  meas : Measurable n
  nonneg : ∀ r, 0 ≤ n r
  integrable : Integrable (fun r => n r ^ (4 / 3 : ℝ)) μ

/-- The LDA exchange energy of the density `n`. -/
def exchangeEnergy {Ω : Type*} [MeasurableSpace Ω] (μ : Measure Ω) (n : Ω → ℝ) : ℝ :=
  -exchangeConst * ∫ r, n r ^ (4 / 3 : ℝ) ∂μ

/-- For a nonnegative density, the cube of its cube root is the density, and the fourth power of its
cube root is the 4/3 power of the density. -/
theorem cube_root {a : ℝ} (ha : 0 ≤ a) :
    (a ^ (1 / 3 : ℝ)) ^ 3 = a ∧ a ^ (4 / 3 : ℝ) = (a ^ (1 / 3 : ℝ)) ^ 4 := by
  constructor
  · rw [← Real.rpow_natCast, ← Real.rpow_mul ha]
    norm_num
  · rw [← Real.rpow_natCast, ← Real.rpow_mul ha]
    norm_num

/-- The two-sided bound written in the cube roots `x`, `y`, `s` of the core, valence and
total densities. -/
theorem cube_root_bounds {x y s : ℝ} (hx : 0 < x) (hy : 0 < y) (hs : 0 < s)
    (h : s ^ 3 = x ^ 3 + y ^ 3) :
    0 < s ^ 4 - x ^ 4 - y ^ 4 ∧ s ^ 4 - x ^ 4 - y ^ 4 < 4 / 3 * (x * y ^ 3) := by
  have px := pow_pos hx 3
  have py := pow_pos hy 3
  have hxs : x < s := lt_of_pow_lt_pow_left₀ 3 hs.le (by linarith)
  have hys : y < s := lt_of_pow_lt_pow_left₀ 3 hs.le (by linarith)
  have hsxy : s < x + y := lt_of_pow_lt_pow_left₀ 3 (by positivity)
    (by rw [h]; nlinarith [mul_pos (mul_pos hx hy) (add_pos hx hy)])
  -- each density is weighted by the growth of its cube root
  have e : s ^ 4 - x ^ 4 - y ^ 4 = x ^ 3 * (s - x) + y ^ 3 * (s - y) := by
    linear_combination s * h
  have q : x * y ^ 3 / 3 - x ^ 3 * (s - x) = x * (s - x) ^ 2 * (s + 2 * x) / 3 := by
    linear_combination (-x / 3) * h
  have q0 : 0 ≤ x * (s - x) ^ 2 * (s + 2 * x) / 3 := by positivity
  have h2 : 0 < y ^ 3 * (x + y - s) := mul_pos py (by linarith)
  have h3 := mul_pos px (sub_pos.2 hxs)
  have h4 := mul_pos py (sub_pos.2 hys)
  rw [e]
  exact ⟨by linarith, by nlinarith⟩

/-- Where core and valence densities are both positive, the nonadditive part is strictly
positive and strictly below 4/3 times the overlap measure. -/
theorem nonadd_bounds {a b : ℝ} (ha : 0 < a) (hb : 0 < b) :
    0 < nonadd a b ∧ nonadd a b < 4 / 3 * overlap a b := by
  have A := cube_root ha.le
  have B := cube_root hb.le
  have S := cube_root (add_pos ha hb).le
  have hx := Real.rpow_pos_of_pos ha (1 / 3)
  have hy := Real.rpow_pos_of_pos hb (1 / 3)
  have hs := Real.rpow_pos_of_pos (add_pos ha hb) (1 / 3)
  have k := cube_root_bounds hx hy hs (by linarith [A.1, B.1, S.1])
  have k' := cube_root_bounds hy hx hs (by linarith [A.1, B.1, S.1])
  rw [B.1] at k
  rw [A.1] at k'
  unfold nonadd overlap
  rw [A.2, B.2, S.2]
  refine ⟨k.1, ?_⟩
  rcases min_choice (a ^ (1 / 3 : ℝ) * b) (a * b ^ (1 / 3 : ℝ)) with h | h
  · rw [h]
    exact k.2
  · rw [h]
    linarith [k'.2]

/-- For nonnegative densities the nonadditive part vanishes exactly when one of them is zero. -/
theorem nonadd_eq_zero_iff {a b : ℝ} (ha : 0 ≤ a) (hb : 0 ≤ b) :
    nonadd a b = 0 ↔ a = 0 ∨ b = 0 := by
  constructor
  · intro h
    by_contra hn
    have hn' := not_or.mp hn
    have := (nonadd_bounds (lt_of_le_of_ne ha (Ne.symm hn'.1))
      (lt_of_le_of_ne hb (Ne.symm hn'.2))).1
    linarith
  · have z : (0 : ℝ) ^ (4 / 3 : ℝ) = 0 := Real.zero_rpow (by norm_num)
    rintro (h | h) <;> simp only [nonadd, h, z, zero_add, add_zero] <;> ring

/-- No constant smaller than 4/3 bounds the nonadditive part by the overlap measure for all
positive densities. -/
theorem four_thirds_optimal {K : ℝ}
    (hK : ∀ a b : ℝ, 0 < a → 0 < b → nonadd a b ≤ K * overlap a b) : 4 / 3 ≤ K := by
  by_contra hlt
  have K0 : 0 < K := by
    have h1 := hK 1 1 one_pos one_pos
    have h2 := (nonadd_bounds (a := 1) (b := 1) one_pos one_pos).1
    simp only [overlap, Real.one_rpow, mul_one, min_self] at h1
    linarith
  -- core density 1 and a small valence density y ^ 3
  obtain ⟨y, hy, hKy⟩ : ∃ y : ℝ, 0 < y ∧ K = 4 / 3 - 2 * y :=
    ⟨(4 / 3 - K) / 2, by linarith [not_le.mp hlt], by ring⟩
  have hb : 0 < y ^ 3 := pow_pos hy 3
  have r : (y ^ 3) ^ (1 / 3 : ℝ) = y := by
    rw [← Real.rpow_natCast, ← Real.rpow_mul hy.le]
    norm_num
  have B := (cube_root hb.le).2
  rw [r] at B
  have S := cube_root (add_pos one_pos hb).le
  have hs := Real.rpow_pos_of_pos (add_pos one_pos hb) (1 / 3)
  have up := hK 1 (y ^ 3) one_pos hb
  have om : overlap 1 (y ^ 3) ≤ y ^ 3 := by
    unfold overlap
    exact (min_le_left _ _).trans (by rw [Real.one_rpow, one_mul])
  have up2 := mul_le_mul_of_nonneg_left om K0.le
  unfold nonadd at up
  rw [S.2, B, Real.one_rpow] at up
  generalize (1 + y ^ 3) ^ (1 / 3 : ℝ) = s at S hs up
  -- the tangent line lies below the convex 4/3 power
  have t : 0 ≤ (s - 1) ^ 2 * (3 * s ^ 2 + 2 * s + 1) := by positivity
  have t2 : (s - 1) ^ 2 * (3 * s ^ 2 + 2 * s + 1) = 3 * s ^ 4 - 3 - 4 * y ^ 3 := by
    linear_combination (-4) * S.1
  have y4 := pow_pos hy 4
  have e : K * y ^ 3 = 4 / 3 * y ^ 3 - 2 * y ^ 4 := by rw [hKy]; ring
  linarith

/-- For nonnegative densities the nonadditive part lies between zero and 4/3 times the overlap
measure, which is itself between zero and the sum of the 4/3 powers. -/
theorem nonadd_bounds_of_nonneg {a b : ℝ} (ha : 0 ≤ a) (hb : 0 ≤ b) :
    (0 ≤ nonadd a b ∧ nonadd a b ≤ 4 / 3 * overlap a b) ∧
      0 ≤ overlap a b ∧ overlap a b ≤ a ^ (4 / 3 : ℝ) + b ^ (4 / 3 : ℝ) := by
  have hx := Real.rpow_nonneg ha (1 / 3)
  have hy := Real.rpow_nonneg hb (1 / 3)
  have m : 0 ≤ overlap a b := le_min (mul_nonneg hx hb) (mul_nonneg ha hy)
  refine ⟨?_, m, ?_⟩
  · by_cases hz : a = 0 ∨ b = 0
    · rw [(nonadd_eq_zero_iff ha hb).2 hz]
      exact ⟨le_rfl, by linarith⟩
    · have hz' := not_or.mp hz
      have k := nonadd_bounds (lt_of_le_of_ne ha (Ne.symm hz'.1))
        (lt_of_le_of_ne hb (Ne.symm hz'.2))
      exact ⟨k.1.le, k.2.le⟩
  · have A := cube_root ha
    have B := cube_root hb
    have ea : a ^ (4 / 3 : ℝ) = a * a ^ (1 / 3 : ℝ) := by
      rw [A.2]; linear_combination a ^ (1 / 3 : ℝ) * A.1
    have eb : b ^ (4 / 3 : ℝ) = b ^ (1 / 3 : ℝ) * b := by
      rw [B.2]; linear_combination b ^ (1 / 3 : ℝ) * B.1
    rw [ea, eb]
    rcases le_total a b with h | h
    · have k := mul_le_mul_of_nonneg_right
        (Real.rpow_le_rpow ha h (by norm_num : (0 : ℝ) ≤ 1 / 3)) hb
      have l : overlap a b ≤ a ^ (1 / 3 : ℝ) * b := min_le_left _ _
      linarith [mul_nonneg ha hx]
    · have k := mul_le_mul_of_nonneg_left
        (Real.rpow_le_rpow hb h (by norm_num : (0 : ℝ) ≤ 1 / 3)) ha
      have l : overlap a b ≤ a * b ^ (1 / 3 : ℝ) := min_le_right _ _
      linarith [mul_nonneg hy hb]

variable {Ω : Type*} [MeasurableSpace Ω] {μ : Measure Ω} {c v : Ω → ℝ}

/-- The overlap measure and the nonadditive part of two densities are integrable, and the
separation error of the exchange energy is the integral of the nonadditive part times
minus the exchange coefficient. -/
theorem separation_error_eq (hc : IsDensity μ c) (hv : IsDensity μ v) :
    Integrable (fun r => overlap (c r) (v r)) μ ∧
      Integrable (fun r => nonadd (c r) (v r)) μ ∧
      exchangeEnergy μ (fun r => c r + v r) - exchangeEnergy μ c - exchangeEnergy μ v =
        -exchangeConst * ∫ r, nonadd (c r) (v r) ∂μ := by
  have b := fun r => nonadd_bounds_of_nonneg (hc.nonneg r) (hv.nonneg r)
  have mc := hc.meas
  have mv := hv.meas
  have Mo : Measurable (fun r => overlap (c r) (v r)) :=
    ((mc.pow_const _).mul mv).min (mc.mul (mv.pow_const _))
  have Mn : Measurable (fun r => nonadd (c r) (v r)) :=
    (((mc.add mv).pow_const _).sub (mc.pow_const _)).sub (mv.pow_const _)
  have Io : Integrable (fun r => overlap (c r) (v r)) μ :=
    (hc.integrable.add hv.integrable).mono' Mo.aestronglyMeasurable
      (Filter.Eventually.of_forall fun r => by
        rw [Real.norm_of_nonneg (b r).2.1]
        exact (b r).2.2)
  have In : Integrable (fun r => nonadd (c r) (v r)) μ :=
    (Io.const_mul (4 / 3)).mono' Mn.aestronglyMeasurable
      (Filter.Eventually.of_forall fun r => by
        rw [Real.norm_of_nonneg (b r).1.1]
        exact (b r).1.2)
  refine ⟨Io, In, ?_⟩
  have I2 : Integrable (fun r => nonadd (c r) (v r) + c r ^ (4 / 3 : ℝ)) μ :=
    In.add hc.integrable
  have split : ∫ r, (c r + v r) ^ (4 / 3 : ℝ) ∂μ = ∫ r, nonadd (c r) (v r) ∂μ
      + ∫ r, c r ^ (4 / 3 : ℝ) ∂μ + ∫ r, v r ^ (4 / 3 : ℝ) ∂μ := by
    rw [← integral_add In hc.integrable, ← integral_add I2 hv.integrable]
    exact integral_congr_ae (Filter.Eventually.of_forall fun r => by
      simp only [nonadd]; ring)
  simp only [exchangeEnergy]
  rw [split]
  ring

/-- Separating core and valence LDA exchange makes an error that is never positive, has size at most
4/3 times the exchange coefficient times the integrated overlap measure, and vanishes exactly when
the densities do not overlap outside a null set. -/
theorem separation_error_bounds (hc : IsDensity μ c) (hv : IsDensity μ v) :
    let err := exchangeEnergy μ (fun r => c r + v r) - exchangeEnergy μ c - exchangeEnergy μ v;
    -(4 / 3 * exchangeConst * ∫ r, overlap (c r) (v r) ∂μ) ≤ err ∧ err ≤ 0 ∧
      (err = 0 ↔ ∀ᵐ r ∂μ, c r = 0 ∨ v r = 0) := by
  intro err
  obtain ⟨Io, In, e⟩ := separation_error_eq hc hv
  have he : err = -exchangeConst * ∫ r, nonadd (c r) (v r) ∂μ := e
  have C0 : 0 < exchangeConst := by unfold exchangeConst; positivity
  have b := fun r => nonadd_bounds_of_nonneg (hc.nonneg r) (hv.nonneg r)
  have n0 : 0 ≤ ∫ r, nonadd (c r) (v r) ∂μ := integral_nonneg fun r => (b r).1.1
  have up : ∫ r, nonadd (c r) (v r) ∂μ ≤ 4 / 3 * ∫ r, overlap (c r) (v r) ∂μ := by
    rw [← integral_const_mul]
    exact integral_mono In (Io.const_mul (4 / 3)) fun r => (b r).1.2
  rw [he]
  refine ⟨by nlinarith [mul_le_mul_of_nonneg_left up C0.le],
    by nlinarith [mul_nonneg C0.le n0], ?_⟩
  -- a nonnegative integrand with zero integral vanishes almost everywhere
  rw [mul_eq_zero, or_iff_right (neg_ne_zero.2 C0.ne'),
    integral_eq_zero_iff_of_nonneg (fun r => (b r).1.1) In]
  constructor
  · intro h
    filter_upwards [h] with r hr
    exact (nonadd_eq_zero_iff (hc.nonneg r) (hv.nonneg r)).1 hr
  · intro h
    filter_upwards [h] with r hr
    exact (nonadd_eq_zero_iff (hc.nonneg r) (hv.nonneg r)).2 hr

end

end CoreValenceExchange
```

```lean
#print axioms CoreValenceExchange.four_thirds_optimal
#print axioms CoreValenceExchange.separation_error_bounds
```

```
'CoreValenceExchange.four_thirds_optimal' depends on axioms: [propext, Classical.choice, Quot.sound]
'CoreValenceExchange.separation_error_bounds' depends on axioms: [propext, Classical.choice, Quot.sound]
```

## How the proof follows the derivation

`cube_root` translates fractional powers into integer powers of $x$, $y$ and $s$. `cube_root_bounds` then does the algebra: `e` is the decomposition of $D$, and `q` writes the slack in the first estimate as $x(s-x)^2(s+2x)/3$, which is visibly nonnegative. `linear_combination` checks both identities from $s^3=x^3+y^3$. `nonadd_bounds` applies the lemma twice, with $x$ and $y$ exchanged, and `min_choice` selects the bound that is needed.

`four_thirds_optimal` argues by contradiction: if $K<4/3$, it chooses $y=(4/3-K)/2$. The tangent inequality appears as the nonnegative polynomial $(s-1)^2(3s^2+2s+1)$.

`nonadd_eq_zero_iff` and `nonadd_bounds_of_nonneg` include zero densities and supply the dominating function. `separation_error_eq` uses it through `mono'` to prove integrability, then splits the integral. Finally, `separation_error_bounds` uses `integral_mono` for the lower bound on the error, and `integral_eq_zero_iff_of_nonneg` to turn a vanishing integral into the pointwise overlap criterion.
